# Every 2^m × 2^m matrix can be rebuilt from its traces with the products of 2m Majorana operators

## Do the anticommutation relations alone make the Majorana strings orthogonal?

To reconstruct the density matrix ρ of m fermionic modes, I compute the correlator tr(g_S† ρ) for every ordered product g_S of Majorana operators, multiply each by g_S, add them up and divide by 2^m. In the Jordan–Wigner representation I trust this, because the products are Pauli strings up to a phase. But my matrices come from another construction. I only know that they are Hermitian, square to 1 and anticommute pairwise.

That doesn't seem to be enough. The three Pauli matrices have all these properties, yet σx σy = iσz, so the product of the first two is not orthogonal to the third. What rules this out for my 2m operators?

## An even number of operators rules it out

The relations are enough because you have an even number of operators. The matrix size 2^m then makes the expansion complete.

Number the operators g_0, …, g_(2m−1). For a set S of indices, let g_S be the product of the g_i with i in S, in increasing order, with g_∅ = 1. Each g_S is unitary: in g_S† g_S the factors meet in equal pairs from the middle outwards, and each pair gives 1.

Moving g_j through g_S costs a factor −1 for every factor other than g_j itself:

g_j g_S = s_j(S) g_S g_j,

s_j(S) = (−1)^|S| if j is not in S, and −(−1)^|S| if j is in S.

Suppose that some j has s_j(S) s_j(T) = −1. Inserting g_j² = 1 and using the cyclic property of the trace gives

tr(g_S† g_T) = tr((g_j g_S)† (g_j g_T))
= −tr((g_S g_j)† (g_T g_j))
= −tr(g_j g_S† g_T g_j)
= −tr(g_S† g_T),

so the trace vanishes.

Such a j exists whenever S ≠ T:

- If |S| + |T| is even, take j in exactly one of the two sets.
- If |S| + |T| is odd, take j in both sets or in neither. If there were no such j, T would be the complement of S, and |S| + |T| = 2m would be even, a contradiction.

Your Pauli example falls through the second case. With three operators, {0, 1} and {2} are complements whose sizes add up to the odd number 3.

Now write d = 2^m for the matrix size. Since tr(g_S† g_S) = d, taking the trace of g_S† with a sum Σ_T c_T g_T returns d c_S. If the sum is zero, every c_S is therefore zero, and the strings are linearly independent. There are 2^(2m) = d² of them, which is the dimension of the space of d × d matrices, so every X is such a sum. Its coefficients are c_S = tr(g_S† X)/d:

X = (1/2^m) Σ_S tr(g_S† X) g_S.

For m = 0 there are no operators, the only string is 1, and the formula says that a 1 × 1 matrix equals its trace. For m = 1, with g_0 = σx and g_1 = σy, the last string is iσz. Its phase cancels between g_S† and g_S, which leaves the Bloch expansion

X = ½ [tr(X) 1 + tr(σx X) σx + tr(σy X) σy + tr(σz X) σz].

Here is the argument in Lean 4, with two consequences for the norm and for parity.

```lean
import Mathlib

open Matrix

namespace MajoranaTomography

variable {ι : Type*} [Fintype ι] [DecidableEq ι] {n m : ℕ}

/-- A family of Majorana operators: Hermitian matrices that square to the identity and
anticommute pairwise. -/
structure IsMajorana (g : Fin n → Matrix ι ι ℂ) : Prop where
  herm : ∀ i, (g i)ᴴ = g i
  sq : ∀ i, g i * g i = 1
  anti : ∀ i j, i ≠ j → g i * g j = -(g j * g i)

/-- The Majorana string `g_S`: the product of the `g i` with `i ∈ S`, in increasing order. -/
def majoranaString (g : Fin n → Matrix ι ι ℂ) (S : Finset (Fin n)) : Matrix ι ι ℂ :=
  ((List.finRange n).map fun i => if i ∈ S then g i else 1).prod

/-- If `A` can be moved past each `g i` at the cost of a factor `ε i`, it can be moved past the
string `g_S` at the cost of the product of these factors over `S`. -/
theorem string_exchange (g : Fin n → Matrix ι ι ℂ) (A : Matrix ι ι ℂ) (ε : Fin n → ℂ)
    (h : ∀ i, A * g i = ε i • (g i * A)) (S : Finset (Fin n)) :
    A * majoranaString g S = (∏ i ∈ S, ε i) • (majoranaString g S * A) := by
  have key : ∀ l : List (Fin n), A * (l.map fun i => if i ∈ S then g i else 1).prod =
      (l.map fun i => if i ∈ S then ε i else 1).prod •
        ((l.map fun i => if i ∈ S then g i else 1).prod * A) := by
    intro l
    induction l with
    | nil => simp
    | cons a l ih =>
      have ha : A * (if a ∈ S then g a else 1) =
          (if a ∈ S then ε a else 1) • ((if a ∈ S then g a else 1) * A) := by
        split_ifs
        · exact h a
        · simp
      simp only [List.map_cons, List.prod_cons]
      rw [← mul_assoc, ha, smul_mul_assoc, mul_assoc _ A _, ih, mul_smul_comm, smul_smul,
        mul_assoc]
  have hs : (∏ i ∈ S, ε i) =
      ((List.finRange n).map fun i => if i ∈ S then ε i else 1).prod := by
    rw [← Fin.prod_univ_def]
    simp [Finset.prod_ite_mem]
  rw [hs]
  exact key _

/-- Every Majorana string is unitary. -/
theorem string_unitary {g : Fin n → Matrix ι ι ℂ} (hg : IsMajorana g) (S : Finset (Fin n)) :
    (majoranaString g S)ᴴ * majoranaString g S = 1 := by
  have hmul : ∀ G P : Matrix ι ι ℂ, Gᴴ * G = 1 → Pᴴ * P = 1 → (G * P)ᴴ * (G * P) = 1 := by
    intro G P hG hP
    rw [Matrix.conjTranspose_mul, Matrix.mul_assoc, ← Matrix.mul_assoc Gᴴ, hG,
      Matrix.one_mul, hP]
  have key : ∀ l : List (Fin n), ((l.map fun i => if i ∈ S then g i else 1).prod)ᴴ *
      (l.map fun i => if i ∈ S then g i else 1).prod = 1 := by
    intro l
    induction l with
    | nil => simp
    | cons a l ih =>
      simp only [List.map_cons, List.prod_cons]
      refine hmul _ _ ?_ ih
      split_ifs
      · rw [hg.herm, hg.sq]
      · simp
  exact key _

/-- If a unitary `U` exchanges with `A` and `B` up to factors `a` and `b` with `a* b = -1`, then
`A` and `B` are orthogonal in the trace inner product. -/
theorem trace_eq_zero_of_exchange {U A B : Matrix ι ι ℂ} {a b : ℂ} (hU : Uᴴ * U = 1)
    (hA : U * A = a • (A * U)) (hB : U * B = b • (B * U)) (hab : star a * b = -1) :
    (Aᴴ * B).trace = 0 := by
  have hU' : U * Uᴴ = 1 := mul_eq_one_comm.mp hU
  have h : (Aᴴ * B).trace = -(Aᴴ * B).trace := by
    calc (Aᴴ * B).trace = ((U * A)ᴴ * (U * B)).trace := by
          rw [Matrix.conjTranspose_mul, Matrix.mul_assoc, ← Matrix.mul_assoc Uᴴ, hU,
            Matrix.one_mul]
      _ = (star a * b) * ((A * U)ᴴ * (B * U)).trace := by
          rw [hA, hB, Matrix.conjTranspose_smul, Matrix.smul_mul, Matrix.mul_smul, smul_smul,
            Matrix.trace_smul, smul_eq_mul]
      _ = -(Aᴴ * B).trace := by
          rw [hab, Matrix.conjTranspose_mul, Matrix.mul_assoc, Matrix.trace_mul_comm Uᴴ,
            Matrix.mul_assoc Aᴴ, Matrix.mul_assoc B, hU', Matrix.mul_one, neg_one_mul]
  linear_combination (1 / 2) * h

/-- A Majorana operator `g j` moves past the string `g_S` with the sign `(-1)^|S|`, reversed
when `j` belongs to `S`. -/
theorem majorana_exchange {g : Fin n → Matrix ι ι ℂ} (hg : IsMajorana g) (j : Fin n)
    (S : Finset (Fin n)) :
    g j * majoranaString g S =
      ((-1 : ℂ) ^ S.card * if j ∈ S then -1 else 1) • (majoranaString g S * g j) := by
  have hsign : ∏ i ∈ S, (if i = j then (1 : ℂ) else -1) =
      (-1 : ℂ) ^ S.card * if j ∈ S then -1 else 1 := by
    have h1 : ∀ i ∈ S, (if i = j then (1 : ℂ) else -1) = -1 * (if i = j then -1 else 1) := by
      intro i _
      split_ifs <;> norm_num
    rw [Finset.prod_congr rfl h1, Finset.prod_mul_distrib, Finset.prod_const,
      Finset.prod_ite_eq']
  rw [← hsign]
  refine string_exchange g (g j) _ (fun i => ?_) S
  split_ifs with h
  · rw [h, one_smul]
  · rw [hg.anti j i (Ne.symm h), neg_one_smul]

/-- For an even number of Majorana operators, distinct strings are orthogonal in the trace inner
product, and each string has squared norm equal to the matrix size. -/
theorem string_orthogonal {g : Fin (2 * m) → Matrix ι ι ℂ} (hg : IsMajorana g)
    (S T : Finset (Fin (2 * m))) :
    ((majoranaString g S)ᴴ * majoranaString g T).trace =
      if S = T then (Fintype.card ι : ℂ) else 0 := by
  split_ifs with h
  · rw [h, string_unitary hg, Matrix.trace_one]
  -- some Majorana operator exchanges with the two strings with opposite signs
  · obtain ⟨j, hj⟩ : ∃ j, ((-1 : ℂ) ^ S.card * if j ∈ S then -1 else 1) *
        ((-1 : ℂ) ^ T.card * if j ∈ T then -1 else 1) = -1 := by
      rcases Nat.even_or_odd (S.card + T.card) with he | ho
      · obtain ⟨j, hj⟩ : ∃ j, ¬(j ∈ S ↔ j ∈ T) :=
          not_forall.mp fun hc => h (Finset.ext hc)
        have hq : (if j ∈ S then (-1 : ℂ) else 1) * (if j ∈ T then -1 else 1) = -1 := by
          by_cases hS : j ∈ S <;> by_cases hT : j ∈ T <;> simp_all
        exact ⟨j, by rw [mul_mul_mul_comm, ← pow_add, he.neg_one_pow, hq, one_mul]⟩
      · obtain ⟨j, hj⟩ : ∃ j, (j ∈ S ↔ j ∈ T) := by
          by_contra hc
          have hT : T = Sᶜ := by
            ext j
            have hj : ¬(j ∈ S ↔ j ∈ T) := fun hj => hc ⟨j, hj⟩
            rw [Finset.mem_compl]
            tauto
          rw [hT, Finset.card_add_card_compl, Fintype.card_fin] at ho
          obtain ⟨k, hk⟩ := ho
          omega
        have hq : (if j ∈ S then (-1 : ℂ) else 1) * (if j ∈ T then -1 else 1) = 1 := by
          by_cases hT : j ∈ T <;> simp [hj, hT]
        exact ⟨j, by rw [mul_mul_mul_comm, ← pow_add, ho.neg_one_pow, hq, mul_one]⟩
    refine trace_eq_zero_of_exchange (by rw [hg.herm, hg.sq]) (majorana_exchange hg j S)
      (majorana_exchange hg j T) ?_
    have hstar : star ((-1 : ℂ) ^ S.card * if j ∈ S then -1 else 1) =
        (-1 : ℂ) ^ S.card * if j ∈ S then -1 else 1 := by
      split_ifs <;> simp
    rw [hstar, hj]

/-- The correlator of `g_S` in a superposition of Majorana strings is the matrix size times the
coefficient of `g_S`. -/
theorem correlator_of_sum {g : Fin (2 * m) → Matrix ι ι ℂ} (hg : IsMajorana g)
    (c : Finset (Fin (2 * m)) → ℂ) (S : Finset (Fin (2 * m))) :
    ((majoranaString g S)ᴴ * ∑ T, c T • majoranaString g T).trace =
      (Fintype.card ι : ℂ) * c S := by
  simp only [Matrix.mul_sum, Matrix.trace_sum, Matrix.mul_smul, Matrix.trace_smul,
    string_orthogonal hg, smul_eq_mul, mul_ite, mul_zero, Finset.sum_ite_eq, Finset.mem_univ,
    if_true]
  ring

/-- Majorana tomography: for `2m` Majorana operators of size `2^m`, every matrix `X` is
rebuilt from its correlators `tr(g_S† X)` with all Majorana strings. -/
theorem majorana_tomography {g : Fin (2 * m) → Matrix ι ι ℂ} (hg : IsMajorana g)
    (hcard : Fintype.card ι = 2 ^ m) (X : Matrix ι ι ℂ) :
    X = (1 / 2 ^ m : ℂ) •
      ∑ S, ((majoranaString g S)ᴴ * X).trace • majoranaString g S := by
  have hd : (Fintype.card ι : ℂ) = 2 ^ m := by exact_mod_cast hcard
  have hd0 : (Fintype.card ι : ℂ) ≠ 0 := by
    rw [hd]
    exact pow_ne_zero _ two_ne_zero
  have hli : LinearIndependent ℂ (majoranaString g) := by
    rw [Fintype.linearIndependent_iff]
    intro c hc S
    have h := correlator_of_sum hg c S
    rw [hc, Matrix.mul_zero, Matrix.trace_zero] at h
    exact (mul_eq_zero.mp h.symm).resolve_left hd0
  -- there are as many strings as matrix entries, so the strings span
  have hspan := hli.span_eq_top_of_card_eq_finrank' (by
    rw [Fintype.card_finset, Fintype.card_fin, Module.finrank_matrix, Module.finrank_self,
      hcard]
    ring)
  have hX : X ∈ Submodule.span ℂ (Set.range (majoranaString g)) := by
    rw [hspan]
    exact Submodule.mem_top
  obtain ⟨c, hc⟩ := (Submodule.mem_span_range_iff_exists_fun ℂ).mp hX
  rw [← hc]
  simp only [correlator_of_sum hg c]
  rw [Finset.smul_sum]
  refine Finset.sum_congr rfl fun S _ => ?_
  rw [smul_smul, ← hd, one_div, inv_mul_cancel_left₀ hd0]

/-- Parseval identity: for `2m` Majorana operators of size `2^m`, the squared Hilbert–Schmidt
norm of `X` is the sum of its squared correlator moduli divided by `2^m`. -/
theorem majorana_parseval {g : Fin (2 * m) → Matrix ι ι ℂ} (hg : IsMajorana g)
    (hcard : Fintype.card ι = 2 ^ m) (X : Matrix ι ι ℂ) :
    (Xᴴ * X).trace =
      (1 / 2 ^ m : ℂ) * ∑ S, ((‖((majoranaString g S)ᴴ * X).trace‖ ^ 2 : ℝ) : ℂ) := by
  have h := congrArg (fun Y => (Xᴴ * Y).trace) (majorana_tomography hg hcard X)
  simp only [Matrix.mul_smul, Matrix.mul_sum, Matrix.trace_smul, Matrix.trace_sum,
    smul_eq_mul] at h
  rw [h]
  congr 1
  refine Finset.sum_congr rfl fun S _ => ?_
  have hs : (Xᴴ * majoranaString g S).trace = star ((majoranaString g S)ᴴ * X).trace := by
    rw [← Matrix.trace_conjTranspose, Matrix.conjTranspose_mul,
      Matrix.conjTranspose_conjTranspose]
  rw [hs, ← Complex.normSq_eq_norm_sq]
  exact Complex.mul_conj _

/-- Parity selection rule: if `X` commutes with the product of all `2m` Majorana operators, its
correlators with strings of odd length vanish. -/
theorem odd_correlator_eq_zero {g : Fin (2 * m) → Matrix ι ι ℂ} (hg : IsMajorana g)
    {X : Matrix ι ι ℂ}
    (hX : majoranaString g Finset.univ * X = X * majoranaString g Finset.univ)
    {S : Finset (Fin (2 * m))} (hS : Odd S.card) :
    ((majoranaString g S)ᴴ * X).trace = 0 := by
  -- the full product anticommutes with each Majorana operator
  have hP : ∀ i, majoranaString g Finset.univ * g i =
      (-1 : ℂ) • (g i * majoranaString g Finset.univ) := by
    intro i
    have hs : ((-1 : ℂ) ^ (Finset.univ : Finset (Fin (2 * m))).card *
        if i ∈ (Finset.univ : Finset (Fin (2 * m))) then -1 else 1) = -1 := by
      simp [pow_mul]
    rw [majorana_exchange hg i Finset.univ, hs, smul_smul]
    norm_num
  have hPS := string_exchange g _ (fun _ => (-1 : ℂ)) hP S
  rw [Finset.prod_const, hS.neg_one_pow] at hPS
  exact trace_eq_zero_of_exchange (b := 1) (string_unitary hg _) hPS
    (by rw [one_smul, hX]) (by simp)

/-- The Pauli matrices `X` and `Y` are a pair of Majorana operators of size two. -/
theorem isMajorana_witness :
    IsMajorana (![!![0, 1; 1, 0], !![0, -Complex.I; Complex.I, 0]] :
      Fin 2 → Matrix (Fin 2) (Fin 2) ℂ) where
  herm i := by
    fin_cases i <;> ext a b <;> fin_cases a <;> fin_cases b <;> simp
  sq i := by
    fin_cases i <;> ext a b <;> fin_cases a <;> fin_cases b <;>
      simp [Matrix.mul_apply, Fin.sum_univ_succ]
  anti i j hij := by
    fin_cases i <;> fin_cases j <;> first
      | exact absurd rfl hij
      | (ext a b; fin_cases a <;> fin_cases b <;> simp [Matrix.mul_apply, Fin.sum_univ_succ])

end MajoranaTomography
```

```lean
#print axioms MajoranaTomography.majorana_tomography
#print axioms MajoranaTomography.majorana_parseval
#print axioms MajoranaTomography.odd_correlator_eq_zero
```

```
'MajoranaTomography.majorana_tomography' depends on axioms: [propext, Classical.choice, Quot.sound]
'MajoranaTomography.majorana_parseval' depends on axioms: [propext, Classical.choice, Quot.sound]
'MajoranaTomography.odd_correlator_eq_zero' depends on axioms: [propext, Classical.choice, Quot.sound]
```

## What the Lean statements say about the modes

`IsMajorana g` records exactly your three properties. The normalisation is g_i² = 1; some texts use ½ instead. For modes with annihilation operators a_k, the combinations a_k + a_k† and −i(a_k − a_k†) satisfy these relations.

The rows and columns are labelled by a finite type `ι`, so no particular representation or ordering of the basis is built in. `Fin (2 * m)` labels the operators from 0, a `Finset` is the set S, `majoranaString g S` is g_S, and `ᴴ` is the conjugate transpose. The hypothesis `hcard` fixes the matrix size at 2^m, the dimension of the Fock space of m modes with no further degrees of freedom. Orthogonality, in `string_orthogonal`, holds without it. Completeness fails on every larger space, because 4^m strings are then too few. For example, σx ⊗ 1 and σy ⊗ 1 satisfy the relations, but their four strings don't span the 4 × 4 matrices.

`majorana_tomography` is the expansion above for an arbitrary complex matrix X, which need not be Hermitian, positive or of trace one. `majorana_parseval` says

tr(X† X) = (1/2^m) Σ_S |tr(g_S† X)|²,

which for a density matrix is the purity. `odd_correlator_eq_zero` says that if X commutes with the product of all 2m operators, the fermion parity up to a phase, then its correlators with strings of odd length vanish.

Be careful with phases when you compare with data. A string such as g_0 g_1 is anti-Hermitian, so the observable is i g_0 g_1, and its expectation value differs from the correlator used here by a phase.

For simulations of finitely many modes, interacting or not, the result justifies reconstruction from a complete set of 4^m correlators. The step left to you is the passage from data to traces: the theorem takes exact values of tr(g_S† X), whereas measured ones carry statistical error.

## From exchange signs to the expansion

`majoranaString` runs through all the operators in order and puts the identity in place of those not in S. This lets `string_exchange` work by induction on a list: if a matrix A passes each g_i with a factor `ε i`, it passes g_S with the product of these factors over S. `majorana_exchange` applies this to A = g_j, with factor 1 for i = j and −1 otherwise, and obtains s_j(S). A similar induction gives `string_unitary`.

`trace_eq_zero_of_exchange` is the trace calculation with a general unitary U in place of g_j. Its `calc` block arrives at t = −t for the trace t, and `linear_combination` concludes that t = 0. In `string_orthogonal`, `Nat.even_or_odd` splits on the parity of |S| + |T|, and the two branches find j as above. In the odd branch, `omega` closes the contradiction with the even number 2m.

`correlator_of_sum` is the statement that the trace returns d c_S. `majorana_tomography` uses it twice, first for linear independence and then, once counting dimensions has shown that the strings span, to read off the coefficients.

The Parseval identity follows by multiplying the expansion by X† and taking the trace, since tr(X† g_S) is the complex conjugate of tr(g_S† X). For the parity rule, the full product P anticommutes with each g_i, so it anticommutes with every odd string while commuting with X. The trace lemma with U = P then gives zero. Finally, `isMajorana_witness` checks entry by entry that σx and σy satisfy the relations, which supplies a concrete one-mode example.
